# From dimension five on, the shortest vectors of the body-centred cubic lattice do not generate it

Let \(n\ge 5\), and join \(\mathbb Z^n\) with its translate by \(c=(\tfrac12,\dots,\tfrac12)\). The shortest nonzero vectors of this lattice are exactly the signed unit vectors \(\pm e_i\), ten of them for \(n=5\). They include \(n\) linearly independent vectors, yet together they generate only \(\mathbb Z^n\), a proper sublattice.

For cell reduction this means that, in this family of lattices of dimension at least five, collecting independent shortest vectors does not produce a primitive cell. The example says nothing against doing so for ordinary three-dimensional crystals.

## Competitors are nonzero lattice translations

Lengths are in units of the cubic cell edge, and components refer to orthonormal axes, numbered from \(0\) to \(n-1\) by `Fin n`.

```lean
import Mathlib

open Finset

namespace CentredCubicLattice

noncomputable section
```

Squared length is the explicit sum \(|v|^2=\sum_i v_i^2\).

```lean
/-- The squared Euclidean length of a vector. -/
def sqLen {n : ℕ} (v : Fin n → ℝ) : ℝ := ∑ i, v i ^ 2
```

Lattices are additive subgroups of \(\mathbb R^n\): `cubic n` is \(\mathbb Z^n\), `centre n` is \(c\), and `centred n` consists of all \(z+kc\) with \(z\in\mathbb Z^n\) and \(k\in\mathbb Z\). Even \(k\) gives \(\mathbb Z^n\), odd \(k\) the shifted copy.

```lean
/-- The primitive cubic lattice: all vectors with integer components. -/
def cubic (n : ℕ) : AddSubgroup (Fin n → ℝ) where
  carrier := {v | ∃ z : Fin n → ℤ, ∀ i, v i = z i}
  zero_mem' := ⟨0, fun i => by simp⟩
  add_mem' {v w} hv hw := by
    obtain ⟨y, hy⟩ := hv
    obtain ⟨z, hz⟩ := hw
    exact ⟨y + z, fun i => by simp [hy i, hz i]⟩
  neg_mem' {v} hv := by
    obtain ⟨y, hy⟩ := hv
    exact ⟨-y, fun i => by simp [hy i]⟩

/-- The centring vector, with all components equal to one half. -/
def centre (n : ℕ) : Fin n → ℝ := fun _ => 1 / 2

/-- The centred cubic lattice: all sums of an integer vector and an integer multiple of
the centring vector. -/
def centred (n : ℕ) : AddSubgroup (Fin n → ℝ) where
  carrier := {v | ∃ (z : Fin n → ℤ) (k : ℤ), ∀ i, v i = z i + k / 2}
  zero_mem' := ⟨0, 0, fun i => by simp⟩
  add_mem' {v w} hv hw := by
    obtain ⟨y, k, hy⟩ := hv
    obtain ⟨z, l, hz⟩ := hw
    exact ⟨y + z, k + l, fun i => by
      simp only [Pi.add_apply, hy i, hz i, Int.cast_add]; ring⟩
  neg_mem' {v} hv := by
    obtain ⟨y, k, hy⟩ := hv
    exact ⟨-y, -k, fun i => by simp only [Pi.neg_apply, hy i, Int.cast_neg]; ring⟩
```

`IsShortest L v` says that \(v\) is a nonzero vector of \(L\) and that no nonzero vector of \(L\) is shorter. If zero were admitted, it would be the only minimiser and would generate nothing.

```lean
/-- A shortest vector of a lattice: a nonzero lattice vector that is no longer than
any other nonzero lattice vector. -/
def IsShortest {n : ℕ} (L : AddSubgroup (Fin n → ℝ)) (v : Fin n → ℝ) : Prop :=
  v ∈ L ∧ v ≠ 0 ∧ ∀ w ∈ L, w ≠ 0 → sqLen v ≤ sqLen w
```

## Integer components keep vectors long

Physically, integrality says that every translation of the primitive cubic lattice is made up of whole steps along the cell edges. A nonzero integer vector has some \(z_i\ne0\), hence \(z_i^2\ge1\). Without integrality this fails: every component of \(c\) has square \(\tfrac14\). `exists_one_le_sq` proves the bound in the integers and casts it to the reals.

```lean
variable {n : ℕ}

/-- The cubic lattice is contained in the centred lattice. -/
theorem cubic_le_centred : cubic n ≤ centred n := by
  rintro v ⟨z, hz⟩
  exact ⟨z, 0, fun i => by simp [hz i]⟩

/-- A nonzero integer vector has a component whose square is at least one. -/
theorem exists_one_le_sq {v : Fin n → ℝ} (hv : v ∈ cubic n) (h0 : v ≠ 0) :
    ∃ i, 1 ≤ v i ^ 2 := by
  obtain ⟨z, hz⟩ := hv
  obtain ⟨i, hi⟩ := Function.ne_iff.mp h0
  have hzi : z i ≠ 0 := fun h => hi (by simp [hz i, h])
  have hpos : 0 < z i ^ 2 := by positivity
  have h1 : (1 : ℤ) ≤ z i ^ 2 := by linarith
  exact ⟨i, by rw [hz i]; exact_mod_cast h1⟩
```

In the shifted copy \(k=2m+1\), so each component is \(v_i=a+\tfrac12\) with the integer \(a=z_i+m\), and
\[
v_i^2=a(a+1)+\tfrac14\ge\tfrac14,
\]
because no integer lies strictly between \(-1\) and \(0\). Summing gives \(|v|^2\ge n/4\). The next proof splits on the parity of \(k\), proves \(a(a+1)\ge0\) by the sign of \(a\), and sums.

```lean
/-- A vector of the centred lattice is an integer vector or has squared length at
least `n / 4`. -/
theorem mem_cubic_or_quarter_le {v : Fin n → ℝ} (hv : v ∈ centred n) :
    v ∈ cubic n ∨ (n : ℝ) / 4 ≤ sqLen v := by
  obtain ⟨z, k, hz⟩ := hv
  obtain ⟨m, rfl | rfl⟩ := k.even_or_odd'
  · exact Or.inl ⟨fun i => z i + m, fun i => by rw [hz i]; push_cast; ring⟩
  · have key : ∀ i, (1 / 4 : ℝ) ≤ v i ^ 2 := by
      intro i
      -- no integer lies strictly between -1 and 0
      have hi : (0 : ℤ) ≤ (z i + m) * (z i + m + 1) := by
        rcases le_or_gt 0 (z i + m) with h | h
        · exact mul_nonneg h (by omega)
        · nlinarith [show z i + m + 1 ≤ 0 by omega]
      have hr : (0 : ℝ) ≤ ((z i : ℝ) + m) * ((z i : ℝ) + m + 1) := by exact_mod_cast hi
      rw [hz i]
      push_cast
      nlinarith
    right
    calc (n : ℝ) / 4 = ∑ _i : Fin n, (1 / 4 : ℝ) := by
          rw [sum_const, card_univ, Fintype.card_fin, nsmul_eq_mul]; ring
      _ ≤ sqLen v := sum_le_sum fun i _ => key i
```

## Dimension at least four: unit vectors are shortest

The hypothesis `4 ≤ n` says that the centring translation is no shorter than a cell edge. By hand, a nonzero integer vector has \(|w|^2\ge1\), and a shifted one has \(|w|^2\ge n/4\ge1\). Any lattice vector of length one is therefore shortest. The proof makes the same case split. The separate lemma `signed_unit` checks that \(\pm e_i\) are integer vectors of length one, so that the result can later be applied to them. In the code of that lemma, `c` is the sign \(\pm1\), not the centring vector.

For \(n=3\) the conclusion fails: \(|c|^2=\tfrac34<1\), so \(c\) beats \(e_0\).

```lean
/-- A signed unit vector belongs to the cubic lattice and has length one. -/
theorem signed_unit (i : Fin n) {c : ℝ} (hc : c = 1 ∨ c = -1) :
    (Pi.single i c : Fin n → ℝ) ∈ cubic n ∧ sqLen (Pi.single i c : Fin n → ℝ) = 1 := by
  constructor
  · obtain ⟨z, rfl⟩ : ∃ z : ℤ, c = z := by
      rcases hc with h | h
      · exact ⟨1, by rw [h]; norm_num⟩
      · exact ⟨-1, by rw [h]; norm_num⟩
    refine ⟨Pi.single i z, fun j => ?_⟩
    rw [Pi.single_apply, Pi.single_apply]
    split_ifs <;> simp
  · have h : sqLen (Pi.single i c : Fin n → ℝ) = c ^ 2 := by
      simp [sqLen, Pi.single_apply, ite_pow]
    rw [h]
    rcases hc with h | h <;> rw [h] <;> norm_num

/-- From dimension four on, every vector of length one in the centred lattice is a
shortest vector. -/
theorem isShortest_of_sqLen_eq_one (hn : 4 ≤ n) {v : Fin n → ℝ} (hv : v ∈ centred n)
    (h1 : sqLen v = 1) : IsShortest (centred n) v := by
  refine ⟨hv, ?_, fun w hw hw0 => ?_⟩
  · rintro rfl
    simp [sqLen] at h1
  · rw [h1]
    rcases mem_cubic_or_quarter_le hw with hw | h
    · obtain ⟨i, hi⟩ := exists_one_le_sq hw hw0
      exact hi.trans (single_le_sum (f := fun j => w j ^ 2)
        (fun j _ => sq_nonneg (w j)) (mem_univ i))
    · have h4 : (4 : ℝ) ≤ n := by exact_mod_cast hn
      linarith
```

## Dimension at least five: nothing else is shortest

Now the centring translation is strictly longer than a cell edge. Let \(v\) be shortest. Comparison with a unit vector gives \(|v|^2\le1\), which excludes the shifted copy, where \(|v|^2\ge n/4\ge\tfrac54\). So \(v\) is an integer vector with some \(v_i^2\ge1\). Then
\[
\sum_{j\ne i}v_j^2=|v|^2-v_i^2\le0,
\]
so the other components vanish, \(v_i^2=1\), and \(v=\pm e_i\).

In Lean, `hsum` separates off component \(i\), `hz` makes the others vanish, and `hf` is the factorised equation \((v_i-1)(v_i+1)=0\).

For \(n=5\), the vector \((\tfrac32,-\tfrac12,\tfrac12,\tfrac12,-\tfrac12)\) has squared length \(\tfrac94+4\cdot\tfrac14=\tfrac{13}4\). The centring vector has \(\tfrac54\), still above \(1\).

```lean
/-- From dimension five on, the shortest vectors of the centred lattice are exactly the
signed unit vectors. -/
theorem isShortest_iff (hn : 5 ≤ n) (v : Fin n → ℝ) :
    IsShortest (centred n) v ↔ ∃ i, v = Pi.single i 1 ∨ v = Pi.single i (-1) := by
  have hu : ∀ (i : Fin n) {c : ℝ}, c = 1 ∨ c = -1 → IsShortest (centred n) (Pi.single i c) :=
    fun i _ hc => isShortest_of_sqLen_eq_one (by omega)
      (cubic_le_centred (signed_unit i hc).1) (signed_unit i hc).2
  constructor
  · rintro ⟨hv, h0, hmin⟩
    obtain ⟨i0⟩ : Nonempty (Fin n) := ⟨⟨0, by omega⟩⟩
    have h1 : sqLen v ≤ 1 := (hmin _ (hu i0 (Or.inl rfl)).1 (hu i0 (Or.inl rfl)).2.1).trans_eq
      (signed_unit i0 (Or.inl rfl)).2
    rcases mem_cubic_or_quarter_le hv with hv | h
    · obtain ⟨i, hi⟩ := exists_one_le_sq hv h0
      have hsum : v i ^ 2 + ∑ j ∈ univ.erase i, v j ^ 2 = sqLen v :=
        add_sum_erase univ (fun j => v j ^ 2) (mem_univ i)
      have hrest : 0 ≤ ∑ j ∈ univ.erase i, v j ^ 2 := sum_nonneg fun j _ => sq_nonneg (v j)
      -- one component uses up the whole length, so the others vanish
      have hz : ∀ j, j ≠ i → v j = 0 := by
        intro j hj
        have h : v j ^ 2 ≤ ∑ j ∈ univ.erase i, v j ^ 2 :=
          single_le_sum (f := fun j => v j ^ 2) (fun j _ => sq_nonneg (v j))
            (mem_erase.mpr ⟨hj, mem_univ j⟩)
        exact (pow_eq_zero_iff two_ne_zero).mp (le_antisymm (by linarith) (sq_nonneg _))
      have hv' : v = Pi.single i (v i) := by
        ext j
        rw [Pi.single_apply]
        split_ifs with h
        · rw [h]
        · exact hz j h
      have hf : (v i - 1) * (v i + 1) = 0 := by linarith
      rcases mul_eq_zero.mp hf with h | h
      · exact ⟨i, Or.inl (by rwa [show v i = 1 by linarith] at hv')⟩
      · exact ⟨i, Or.inr (by rwa [show v i = -1 by linarith] at hv')⟩
    · have h5 : (5 : ℝ) ≤ n := by exact_mod_cast hn
      linarith
  · rintro ⟨i, rfl | rfl⟩
    · exact hu i (Or.inl rfl)
    · exact hu i (Or.inr rfl)
```

Every integer vector is \(v=\sum_i z_ie_i\), so a subgroup containing all \(e_i\) contains \(\mathbb Z^n\).

```lean
/-- A lattice that contains all unit vectors contains the cubic lattice. -/
theorem cubic_le {S : AddSubgroup (Fin n → ℝ)}
    (h : ∀ i, (Pi.single i 1 : Fin n → ℝ) ∈ S) : cubic n ≤ S := by
  rintro v ⟨z, hz⟩
  have e : v = ∑ i, z i • (Pi.single i 1 : Fin n → ℝ) := by
    ext j
    simp [hz j, Finset.sum_apply, Pi.single_apply]
  rw [e]
  exact sum_mem fun i _ => zsmul_mem (h i) (z i)
```

The main theorem combines these facts. `AddSubgroup.closure` is the set of all integer combinations. It lies in \(\mathbb Z^n\) because each \(\pm e_i\) does, and it contains \(\mathbb Z^n\) by `cubic_le`. The inclusion `cubic n < centred n` is strict because \(c\in\mathbb Z^n\) would give \(1=2z\) for an integer \(z\). Linear independence comes from the standard basis.

```lean
/-- From dimension five on, the unit vectors are linearly independent shortest vectors of
the centred lattice, but all its shortest vectors together generate only the cubic
lattice, which is a proper sublattice. -/
theorem shortest_vectors_generate_proper_sublattice (hn : 5 ≤ n) :
    (LinearIndependent ℝ (fun i : Fin n => (Pi.single i 1 : Fin n → ℝ)) ∧
      ∀ i : Fin n, IsShortest (centred n) (Pi.single i 1)) ∧
    AddSubgroup.closure {v | IsShortest (centred n) v} = cubic n ∧
    cubic n < centred n := by
  have hu : ∀ i : Fin n, IsShortest (centred n) (Pi.single i 1) :=
    fun i => (isShortest_iff hn _).mpr ⟨i, Or.inl rfl⟩
  refine ⟨⟨?_, hu⟩, le_antisymm ?_ ?_, lt_of_le_of_ne cubic_le_centred ?_⟩
  · have e : (fun i : Fin n => (Pi.single i 1 : Fin n → ℝ)) = Pi.basisFun ℝ (Fin n) := by
      funext i
      simp [Pi.basisFun_apply]
    rw [e]
    exact (Pi.basisFun ℝ (Fin n)).linearIndependent
  · rw [AddSubgroup.closure_le]
    intro v hv
    obtain ⟨i, rfl | rfl⟩ := (isShortest_iff hn v).mp hv
    · exact (signed_unit i (Or.inl rfl)).1
    · exact (signed_unit i (Or.inr rfl)).1
  · exact cubic_le fun i => AddSubgroup.subset_closure (hu i)
  · -- the centring vector is not an integer vector
    intro h
    have hc : centre n ∈ centred n := ⟨0, 1, fun i => by simp [centre]⟩
    rw [← h] at hc
    obtain ⟨z, hz⟩ := hc
    obtain ⟨i0⟩ : Nonempty (Fin n) := ⟨⟨0, by omega⟩⟩
    have h2 : (1 / 2 : ℝ) = z i0 := hz i0
    have h3 : (1 : ℝ) = 2 * z i0 := by linarith
    have h4 : (1 : ℤ) = 2 * z i0 := by exact_mod_cast h3
    omega
```

## In dimension four all the shortest vectors together generate the lattice

With \(n=4\), \(|c|^2=4\cdot\tfrac14=1\), so \(c\) joins the unit vectors among the shortest. Any lattice vector is \(v=z+kc\) with \(z\in\mathbb Z^4\), and both parts are now generated by shortest vectors. The proof does this by showing that `v - k • centre 4` is an integer vector and adding \(kc\) back. The bound \(n\ge5\) in the main theorem therefore cannot be lowered to four. An unlucky selection can still miss a primitive cell, though: \(e_0,\dots,e_3\) are four independent shortest vectors, and they generate only \(\mathbb Z^4\).

```lean
/-- In dimension four the shortest vectors do generate the whole centred lattice. -/
theorem shortest_vectors_generate_dim_four :
    AddSubgroup.closure {v | IsShortest (centred 4) v} = centred 4 := by
  refine le_antisymm ((AddSubgroup.closure_le _).mpr fun v hv => hv.1) ?_
  have hcub : cubic 4 ≤ AddSubgroup.closure {v | IsShortest (centred 4) v} :=
    cubic_le fun i => AddSubgroup.subset_closure (isShortest_of_sqLen_eq_one le_rfl
      (cubic_le_centred (signed_unit i (Or.inl rfl)).1) (signed_unit i (Or.inl rfl)).2)
  -- here the centring vector itself has length one
  have hc : centre 4 ∈ AddSubgroup.closure {v | IsShortest (centred 4) v} :=
    AddSubgroup.subset_closure (isShortest_of_sqLen_eq_one le_rfl
      ⟨0, 1, fun i => by simp [centre]⟩ (by norm_num [sqLen, centre, Fin.sum_univ_succ]))
  rintro v ⟨z, k, hz⟩
  have hv : v - k • centre 4 ∈ cubic 4 := ⟨z, fun i => by
    show v i - k • (1 / 2 : ℝ) = z i
    rw [hz i, zsmul_eq_mul]
    ring⟩
  have h := add_mem (hcub hv) (zsmul_mem hc k)
  rwa [sub_add_cancel] at h

end

end CentredCubicLattice
```

```lean
#print axioms CentredCubicLattice.shortest_vectors_generate_proper_sublattice
-- 'CentredCubicLattice.shortest_vectors_generate_proper_sublattice' depends on axioms: [propext, Classical.choice, Quot.sound]
#print axioms CentredCubicLattice.shortest_vectors_generate_dim_four
-- 'CentredCubicLattice.shortest_vectors_generate_dim_four' depends on axioms: [propext, Classical.choice, Quot.sound]
```
